# A biased three-state ring keeps the uniform distribution stationary but satisfies detailed balance with it only at a = 1/2

Suppose a calculation has produced the steady populations of three levels of equal energy, and each population is 1/3. Before this steady state is treated as thermal equilibrium, the probability flow between each pair of levels is computed in both directions and compared. The populations cannot replace that comparison. Equal populations are what the Boltzmann distribution gives for degenerate levels, but they are also the steady populations of a system that is driven around the cycle of levels, if the clockwise jump probability is the same at every level and so is the anticlockwise one.

The simplest example is a walker on a ring that steps clockwise with probability a and anticlockwise with probability 1 − a. A value of a other than 1/2 stands for a drive that prefers one sense of circulation. For three states and a in [0,1], the uniform distribution is stationary whatever a is, yet the flows balance only at a = 1/2.

For quantum statistical mechanics this concerns the populations of finitely many levels under classical jumps, with no coherences between them. That the populations of a real system change by memoryless jumps, with the same two jump probabilities at every level, is a physical assumption that enters before the mathematics starts.

## Chains, flows and balance

In Lean 4 with Mathlib:

```lean
import Mathlib

open Matrix

namespace BiasedRing

noncomputable section
```

In what follows, `def` introduces an object or a condition. A `theorem` gives a name, the hypotheses in brackets, the claim after the colon, and the proof after `:=`.

```lean
/-- A transition matrix: entries are non-negative and every row sums to one. -/
def IsStochastic {ι : Type*} [Fintype ι] (P : Matrix ι ι ℝ) : Prop :=
  (∀ i j, 0 ≤ P i j) ∧ ∀ i, ∑ j, P i j = 1
```

The states are the elements of a finite set ι, and P is a square real matrix indexed by them. P(i, j) is the probability of going from i to j in one step. `IsStochastic` demands

P(i, j) ≥ 0 for all i, j, and Σ_j P(i, j) = 1 for all i.

Many physics texts write the matrix of a master equation the other way round, with the starting state as the second index. Here the starting state comes first.

```lean
/-- The distribution `p` is unchanged by one step of the chain `P`. -/
def IsStationary {ι : Type*} [Fintype ι] (p : ι → ℝ) (P : Matrix ι ι ℝ) : Prop :=
  p ᵥ* P = p
```

The symbol `ᵥ*` multiplies a row vector by a matrix, so the condition reads

Σ_i p(i) P(i, j) = p(j) for every j.

The definition does not require p to be normalised or non-negative.

```lean
/-- The net probability flow from state `i` to state `j` in one step. -/
def current {ι : Type*} (p : ι → ℝ) (P : Matrix ι ι ℝ) (i j : ι) : ℝ :=
  p i * P i j - p j * P j i
```

The current is the flow from i to j minus the flow back:

J(i, j) = p(i) P(i, j) − p(j) P(j, i).

```lean
/-- Detailed balance: the flows between any two states are equal in both directions. -/
def DetailedBalance {ι : Type*} (p : ι → ℝ) (P : Matrix ι ι ℝ) : Prop :=
  ∀ i j, p i * P i j = p j * P j i
```

Detailed balance requires the two flows to be equal for every pair of states, which is the same as J(i, j) = 0 throughout. For a transition matrix, detailed balance implies stationarity, which asks only that the total flow into each state equal the total flow out.

## The walker on a ring

```lean
/-- The walker on a ring of `n` sites, for `n` positive and `a` in `[0,1]`: from `i` it moves
clockwise to `i + 1` with probability `a` and anticlockwise to `i - 1` with probability `1 - a`. -/
def ringChain (n : ℕ) (a : ℝ) : Matrix (ZMod n) (ZMod n) ℝ :=
  fun i j => (if j = i + 1 then a else 0) + (if j = i - 1 then 1 - a else 0)
```

The sites are the elements of `ZMod n`, the integers modulo n, so that site n − 1 is followed by site 0. Write [A] for the number that is 1 if the statement A is true and 0 otherwise. Then

P(i, j) = a [j = i + 1] + (1 − a) [j = i − 1].

For three sites, with rows and columns in the order 0, 1, 2, the matrix is

row 0: 0, a, 1 − a
row 1: 1 − a, 0, a
row 2: a, 1 − a, 0

The two terms are added, so if both steps lead to the same site their probabilities combine. This matters on very small rings. The definition accepts any real a; the restriction to [0,1] appears only where non-negative entries are claimed.

```lean
/-- The uniform distribution on a ring of `n` sites, for `n` positive. -/
def uniform (n : ℕ) (_i : ZMod n) : ℝ := 1 / (n : ℝ)
```

The uniform distribution assigns 1/n to each site. The underscore in `_i` marks an argument that the value does not depend on.

```lean
/-- The uniform distribution on a non-empty ring is normalised. -/
theorem uniform_sum (n : ℕ) [NeZero n] : ∑ i, uniform n i = 1 := by
  have hn : (n : ℝ) ≠ 0 := Nat.cast_ne_zero.mpr (NeZero.ne n)
  simp only [uniform, Finset.sum_const, Finset.card_univ, ZMod.card, nsmul_eq_mul]
  exact mul_one_div_cancel hn
```

There are n sites, so the sum is n · (1/n) = 1. The hypothesis `[NeZero n]` says that n is not zero, and the proof uses it to cancel n.

```lean
/-- On a non-empty ring, every row of the matrix `ringChain n a` sums to one. -/
theorem ringChain_row_sum (n : ℕ) [NeZero n] (a : ℝ) (i : ZMod n) :
    ∑ j, ringChain n a i j = 1 := by
  simp [ringChain, Finset.sum_add_distrib]
```

For a fixed starting site i, exactly one j equals i + 1 and exactly one j equals i − 1. Hence

Σ_j P(i, j) = a + (1 − a) = 1.

The tactic `simp` does this after `Finset.sum_add_distrib` has split the sum in two. The argument also holds for one or two sites, where the two targets coincide.

## Uniform populations are stationary for every bias

```lean
/-- Transposing the transition matrix exchanges the clockwise and anticlockwise
probabilities. -/
theorem ringChain_transpose (n : ℕ) (a : ℝ) :
    (ringChain n a)ᵀ = ringChain n (1 - a) := by
  ext i j
  have h1 : i = j + 1 ↔ j = i - 1 :=
    ⟨fun h => by linear_combination -h, fun h => by linear_combination -h⟩
  have h2 : i = j - 1 ↔ j = i + 1 :=
    ⟨fun h => by linear_combination -h, fun h => by linear_combination -h⟩
  show (if i = j + 1 then a else 0) + (if i = j - 1 then 1 - a else 0)
    = (if j = i + 1 then 1 - a else 0) + (if j = i - 1 then 1 - (1 - a) else 0)
  rw [if_congr h1 rfl rfl, if_congr h2 rfl rfl, sub_sub_cancel]
  exact add_comm _ _
```

Reversing every arrow turns clockwise steps into anticlockwise ones. In formulas, the transposed matrix has the entries

P(j, i) = a [i = j + 1] + (1 − a) [i = j − 1].

Now i = j + 1 means the same as j = i − 1, and i = j − 1 the same as j = i + 1. Therefore

P(j, i) = (1 − a) [j = i + 1] + a [j = i − 1],

which is the entry (i, j) of the ring chain with bias 1 − a. In the proof, `h1` and `h2` are the two equivalences. The tactic `linear_combination` derives one equation from another by rearranging terms. The last line swaps the two summands.

```lean
/-- On a non-empty ring the uniform distribution is stationary for every bias `a`. -/
theorem uniform_stationary (n : ℕ) [NeZero n] (a : ℝ) :
    IsStationary (uniform n) (ringChain n a) := by
  funext j
  -- the column sums are the row sums of the transposed chain
  have col : ∑ i, ringChain n a i j = 1 := by
    rw [← ringChain_row_sum n (1 - a) j, ← ringChain_transpose]
    rfl
  show ∑ i, uniform n i * ringChain n a i j = uniform n j
  simp only [uniform]
  rw [← Finset.mul_sum, col, mul_one]
```

A column sum of the chain with bias a is a row sum of the chain with bias 1 − a, and is therefore 1. This is the step called `col`. It follows that

Σ_i (1/n) P(i, j) = (1/n) Σ_i P(i, j) = 1/n,

so one step leaves the uniform distribution unchanged. `Finset.mul_sum` takes the factor 1/n out of the sum.

Stationarity is not the same as approach to the stationary state: at a = 1 a walker that starts on a known site of the three-state ring circulates for ever, and its distribution never spreads.

## The current on each bond

```lean
/-- On a ring of at least three sites, a bond is crossed clockwise with probability `a`
and anticlockwise with probability `1 - a`. -/
theorem bond_probabilities {n : ℕ} (hn : 3 ≤ n) (a : ℝ) (i : ZMod n) :
    ringChain n a i (i + 1) = a ∧ ringChain n a (i + 1) i = 1 - a := by
  -- the two neighbours of a site differ because 2 is not a multiple of n
  have h2 : (2 : ZMod n) ≠ 0 := by
    intro h
    have h' : ((2 : ℕ) : ZMod n) = 0 := by exact_mod_cast h
    have := Nat.le_of_dvd (by norm_num) ((CharP.cast_eq_zero_iff (ZMod n) n 2).1 h')
    omega
  have h3 : i + 1 ≠ i - 1 := fun h => h2 (by linear_combination h)
  have h4 : i ≠ i + 1 + 1 := fun h => h2 (by linear_combination -h)
  have h5 : i = i + 1 - 1 := by ring
  constructor
  · show (if i + 1 = i + 1 then a else 0) + (if i + 1 = i - 1 then 1 - a else 0) = a
    rw [if_pos rfl, if_neg h3, add_zero]
  · show (if i = i + 1 + 1 then a else 0) + (if i = i + 1 - 1 then 1 - a else 0) = 1 - a
    rw [if_neg h4, if_pos h5, zero_add]
```

From the definition of the chain,

P(i, i + 1) = a + (1 − a) [i + 1 = i − 1],
P(i + 1, i) = a [i = i + 2] + (1 − a).

Either condition in brackets would require 2 = 0 modulo n, so that n divides 2. That is impossible for n ≥ 3, and the two probabilities are a and 1 − a. The proof first establishes `h2`, that 2 is not zero in `ZMod n`. There `omega`, which handles inequalities between integers, finds the contradiction between n ≤ 2 and n ≥ 3. The steps `h3` and `h4` then rule out the two conditions.

```lean
/-- On a ring of `n ≥ 3` sites with uniform distribution, every bond carries the
clockwise current `(2a - 1)/n`. -/
theorem uniform_current {n : ℕ} (hn : 3 ≤ n) (a : ℝ) (i : ZMod n) :
    current (uniform n) (ringChain n a) i (i + 1) = (2 * a - 1) / n := by
  unfold current
  rw [(bond_probabilities hn a i).1, (bond_probabilities hn a i).2]
  simp only [uniform]
  ring
```

With p(i) = 1/n everywhere, the current across a bond is

J(i, i + 1) = a/n − (1 − a)/n = (2a − 1)/n.

It has the same value on every bond, so what enters a site on one side leaves it on the other. A negative value means a net anticlockwise flow. The proof inserts the two bond probabilities, and `ring` does the algebra.

In the calculation with three degenerate levels, take a = 0.9. The clockwise flow across a bond is 0.9/3 = 0.3 and the anticlockwise flow is 0.1/3 ≈ 0.033. The difference is 0.8/3 ≈ 0.267 per step. The populations stay at 1/3 each, and the state is a driven steady state, not equilibrium.

## Detailed balance forces a = 1/2 and equal populations

```lean
/-- On a ring of at least three sites, a normalised `p` satisfies detailed balance
if and only if the walker is unbiased and `p` is uniform. -/
theorem detailedBalance_iff {n : ℕ} [NeZero n] (hn : 3 ≤ n) (a : ℝ)
    (p : ZMod n → ℝ) (hp : ∑ i, p i = 1) :
    DetailedBalance p (ringChain n a) ↔ a = 1 / 2 ∧ p = uniform n := by
  constructor
  · intro h
    have hs : ∀ i, p i * a = p (i + 1) * (1 - a) := by
      intro i
      have := h i (i + 1)
      rwa [(bond_probabilities hn a i).1, (bond_probabilities hn a i).2] at this
    have shift : ∑ i, p (i + 1) = 1 :=
      (Equiv.sum_comp (Equiv.addRight (1 : ZMod n)) p).trans hp
    -- summing the bond relation around the ring fixes the bias
    have ha : a = 1 / 2 := by
      have e : ∑ i, p i * a = ∑ i, p (i + 1) * (1 - a) :=
        Finset.sum_congr rfl fun i _ => hs i
      rw [← Finset.sum_mul, ← Finset.sum_mul, hp, shift] at e
      linarith
    -- without bias, neighbouring sites are equally populated
    have hc : ∀ i, p (i + 1) = p i := by
      intro i
      have := hs i
      rw [ha] at this
      linarith
    have hk : ∀ k : ℕ, p (k : ZMod n) = p 0 := by
      intro k
      induction k with
      | zero => rw [Nat.cast_zero]
      | succ k ih => rw [Nat.cast_succ, hc, ih]
    have h0 : ∀ i, p i = p 0 := by
      intro i
      have := hk i.val
      rwa [ZMod.natCast_zmod_val] at this
    have hsum : (n : ℝ) * p 0 = 1 := by
      have e : ∑ i, p i = ∑ _i : ZMod n, p 0 := Finset.sum_congr rfl fun i _ => h0 i
      rw [hp, Finset.sum_const, Finset.card_univ, ZMod.card, nsmul_eq_mul] at e
      exact e.symm
    refine ⟨ha, funext fun i => ?_⟩
    have hn0 : (n : ℝ) ≠ 0 := Nat.cast_ne_zero.mpr (NeZero.ne n)
    rw [h0 i]
    show p 0 = 1 / (n : ℝ)
    rw [eq_div_iff hn0]
    linarith
  · rintro ⟨rfl, rfl⟩ i j
    -- the unbiased transition matrix is symmetric
    have hT : ringChain n (1 / 2) i j = ringChain n (1 - 1 / 2) j i :=
      congrFun (congrFun (ringChain_transpose n (1 / 2)) j) i
    rw [show (1 : ℝ) - 1 / 2 = 1 / 2 by norm_num] at hT
    exact congrArg (fun x => 1 / (n : ℝ) * x) hT
```

The current found above rules out balance with the uniform distribution when a ≠ 1/2. This theorem rules out every other normalised p as well, on a ring of at least three sites. In particular, no assignment of energies to the sites gives Boltzmann weights that are in detailed balance with the biased walker.

For the forward direction, assume detailed balance. On the bond from i to i + 1 it reads

p(i) a = p(i + 1) (1 − a).

This is `hs`. Sum over all sites. Since i ↦ i + 1 only relabels the sites of the ring, Σ_i p(i + 1) = Σ_i p(i) = 1, which is `shift`. The sum of the bond relations is therefore

a = 1 − a, so a = 1/2.

This is `ha`. Putting a = 1/2 back into the bond relation gives p(i + 1) = p(i), which is `hc`. Walking around the ring from site 0, by the induction in `hk`, shows that every p(i) equals p(0). Normalisation then gives n p(0) = 1, so p(i) = 1/n.

For the converse, put a = 1/2. Transposition replaces 1/2 by 1 − 1/2, which is again 1/2, so the matrix is symmetric. Multiplying P(i, j) = P(j, i) by 1/n gives detailed balance for the uniform distribution.

The theorem does not assume that p is non-negative, nor that a lies in [0,1]. Normalisation excludes p = 0, which would satisfy detailed balance with any chain.

## Three sites, and why two behave differently

```lean
/-- For `a` in `[0,1]` the three-state ring is a Markov chain with uniform stationary
distribution, and it satisfies detailed balance with it if and only if `a = 1/2`. -/
theorem three_state_ring (a : ℝ) (h0 : 0 ≤ a) (h1 : a ≤ 1) :
    IsStochastic (ringChain 3 a) ∧ IsStationary (uniform 3) (ringChain 3 a) ∧
      (DetailedBalance (uniform 3) (ringChain 3 a) ↔ a = 1 / 2) := by
  refine ⟨⟨fun i j => ?_, ringChain_row_sum 3 a⟩, uniform_stationary 3 a, ?_⟩
  · show 0 ≤ (if j = i + 1 then a else 0) + (if j = i - 1 then 1 - a else 0)
    split_ifs <;> linarith
  · rw [detailedBalance_iff le_rfl a (uniform 3) (uniform_sum 3)]
    exact ⟨fun h => h.1, fun h => ⟨h, rfl⟩⟩
```

The symbol ∧ means "and", and ↔ means "if and only if". For 0 ≤ a ≤ 1 the theorem makes three claims about the ring of three sites.

1. The matrix is a transition matrix. Its rows sum to one, and its entries are non-negative because a ≥ 0 and 1 − a ≥ 0. The tactic `split_ifs` goes through the cases in the definition, and `linarith` settles each inequality.
2. The uniform distribution is stationary, by the result for general n.
3. The uniform distribution satisfies detailed balance if and only if a = 1/2. This is the preceding theorem with n = 3 and p uniform, so the condition that p be uniform holds automatically.

The same chain can serve as a Monte Carlo move for a variable s with the values 0, 1, 2 and equal energies. A random number u is drawn uniformly from [0,1). If u < a, s is replaced by s + 1 modulo 3, and otherwise by s − 1 modulo 3. In this finite, equal-weight setting the move preserves the weights 1/3 for every a in [0,1], although it is reversible only at a = 1/2.

```lean
/-- On a ring of two sites the uniform distribution satisfies detailed balance for
every `a`. -/
theorem two_state_balanced (a : ℝ) : DetailedBalance (uniform 2) (ringChain 2 a) := by
  intro i j
  have h : ∀ i j : ZMod 2, (j = i + 1 ↔ i = j + 1) ∧ (j = i - 1 ↔ i = j - 1) := by
    decide
  have hP : ringChain 2 a i j = ringChain 2 a j i :=
    congrArg₂ (· + ·) (if_congr (h i j).1 rfl rfl) (if_congr (h i j).2 rfl rfl)
  exact congrArg (fun x => 1 / ((2 : ℕ) : ℝ) * x) hP

end

end BiasedRing
```

On two sites the clockwise and the anticlockwise neighbour are the same site. The two probabilities add up:

P(0, 1) = P(1, 0) = a + (1 − a) = 1.

The matrix is symmetric, so the uniform distribution satisfies detailed balance for every a. The equivalence proved for n ≥ 3 therefore fails for n = 2. In the proof, `decide` checks the needed statements about neighbours by running through all pairs of sites, and the last line multiplies the symmetry relation by 1/2.

```lean
#print axioms BiasedRing.uniform_current
#print axioms BiasedRing.three_state_ring
#print axioms BiasedRing.two_state_balanced
```

```
'BiasedRing.uniform_current' depends on axioms: [propext, Classical.choice, Quot.sound]
'BiasedRing.three_state_ring' depends on axioms: [propext, Classical.choice, Quot.sound]
'BiasedRing.two_state_balanced' depends on axioms: [propext, Classical.choice, Quot.sound]
```
